# Everywhere-convergent series solutions of the radial Dirac equations at a point nucleus

A: Take real k, z, a, b with z ≠ 0, a positive g with g² = k² − z², and starting amplitudes with (g + k)p₀ = z q₀. The recursion for the series coefficients then has exactly one solution. Both power series converge for every real r, and r^g times each series gives a pair P, Q that solves, for all r > 0,

P′ = −(k/r)P + (z/r + a)Q

Q′ = (k/r)Q + (−z/r + b)P

Q: Those are bare real numbers. Where is the atom?

A: P and Q are the large and small radial components in the usual reduced form, multiplied by r, so the spinor itself contains P/r and Q/r. The number k is the relativistic angular quantum number (−1 for an s state), and z is the nuclear charge times the fine-structure constant. In atomic units, with energy E counted from the rest energy, light speed c and a constant extra potential energy V₀, we have a = (E − V₀ + 2c²)/c and b = −(E − V₀)/c. The theorem allows any real a and b, and k need not be an integer.

Q: And the recursion?

A: Insert P = r^g Σ pₙrⁿ and Q = r^g Σ qₙrⁿ. Equating the coefficients of r^(g+n), for n ≥ 0, gives

(g + n + 1 + k)pₙ₊₁ − z qₙ₊₁ = a qₙ

z pₙ₊₁ + (g + n + 1 − k)qₙ₊₁ = b pₙ

In the file, `Recursion` is this pair, `radial` is r^g times the series, and `SolvesRadialDirac` states the differential equations at every r > 0. The infinite sum in `radial` is assigned the value 0 if it diverges, so convergence has to be proved separately.

In Lean 4 with Mathlib:

```lean
import Mathlib

open Filter Topology

namespace DiracCoulombSeries

noncomputable section

/-- The recursion for the series coefficients of the large (`p`) and small (`q`) components. -/
def Recursion (g k z a b : ℝ) (p q : ℕ → ℝ) : Prop :=
  ∀ n : ℕ, (g + ((n : ℝ) + 1) + k) * p (n + 1) - z * q (n + 1) = a * q n ∧
    z * p (n + 1) + (g + ((n : ℝ) + 1) - k) * q (n + 1) = b * p n

/-- A radial component: the power `r ^ g` times a power series, for `r > 0`. -/
def radial (g : ℝ) (c : ℕ → ℝ) (r : ℝ) : ℝ := r ^ g * ∑' n, c n * r ^ n

/-- The radial Dirac equations on `r > 0` with Coulomb strength `z`, angular quantum number `k`
and constant couplings `a`, `b`. -/
def SolvesRadialDirac (k z a b : ℝ) (P Q : ℝ → ℝ) : Prop :=
  ∀ r : ℝ, 0 < r → HasDerivAt P (-(k / r) * P r + (z / r + a) * Q r) r ∧
    HasDerivAt Q (k / r * Q r + (-(z / r) + b) * P r) r
```

Q: Could the recursion break down at some order, with a vanishing determinant?

A: No. Write N = n + 1. The determinant is

(g + N + k)(g + N − k) + z² = (g + N)² − g² = N(N + 2g)

which is positive. Cramer's rule then gives

pₙ₊₁ = [(g + N − k)a qₙ + z b pₙ] / [N(N + 2g)]

qₙ₊₁ = [(g + N + k)b pₙ − z a qₙ] / [N(N + 2g)]

`coeff` computes upwards with these formulas. `step_solved` proves them equivalent to the two equations; its `linear_combination` steps carry out the elimination. Existence follows directly, and uniqueness by induction on n.

```lean
/-- The coefficient pairs computed upwards from `(p0, q0)`, for `g > 0`. -/
def coeff (g k z a b p0 q0 : ℝ) : ℕ → ℝ × ℝ
  | 0 => (p0, q0)
  | n + 1 =>
    (((g + ((n : ℝ) + 1) - k) * (a * (coeff g k z a b p0 q0 n).2)
        + z * (b * (coeff g k z a b p0 q0 n).1)) / (((n : ℝ) + 1) * (((n : ℝ) + 1) + 2 * g)),
     ((g + ((n : ℝ) + 1) + k) * (b * (coeff g k z a b p0 q0 n).1)
        - z * (a * (coeff g k z a b p0 q0 n).2)) / (((n : ℝ) + 1) * (((n : ℝ) + 1) + 2 * g)))

/-- The two equations at order `N > 0` are equivalent to an explicit formula with
denominator `N (N + 2g)`. -/
theorem step_solved {g k z : ℝ} (hg : 0 < g) (hgk : g ^ 2 = k ^ 2 - z ^ 2)
    (N : ℝ) (hN : 0 < N) (x y s t : ℝ) :
    ((g + N + k) * x - z * y = s ∧ z * x + (g + N - k) * y = t) ↔
      (x = ((g + N - k) * s + z * t) / (N * (N + 2 * g)) ∧
        y = ((g + N + k) * t - z * s) / (N * (N + 2 * g))) := by
  have hD : N * (N + 2 * g) ≠ 0 := by positivity
  rw [eq_div_iff hD, eq_div_iff hD]
  constructor
  · rintro ⟨h1, h2⟩
    constructor
    · linear_combination (g + N - k) * h1 + z * h2 - x * hgk
    · linear_combination (g + N + k) * h2 - z * h1 - y * hgk
  · rintro ⟨hx, hy⟩
    constructor
    · apply mul_left_cancel₀ hD
      linear_combination (g + N + k) * hx - z * hy + s * hgk
    · apply mul_left_cancel₀ hD
      linear_combination z * hx + (g + N - k) * hy + t * hgk

/-- For any starting amplitudes the recursion has exactly one solution. -/
theorem recursion_existsUnique {g k z : ℝ} (hg : 0 < g) (hgk : g ^ 2 = k ^ 2 - z ^ 2)
    (a b p0 q0 : ℝ) :
    ∃! c : (ℕ → ℝ) × (ℕ → ℝ), c.1 0 = p0 ∧ c.2 0 = q0 ∧ Recursion g k z a b c.1 c.2 := by
  have hex : Recursion g k z a b (fun n => (coeff g k z a b p0 q0 n).1)
      (fun n => (coeff g k z a b p0 q0 n).2) := fun n =>
    (step_solved hg hgk ((n : ℝ) + 1) (by positivity) _ _ _ _).2
      ⟨by simp only [coeff], by simp only [coeff]⟩
  refine ⟨(fun n => (coeff g k z a b p0 q0 n).1, fun n => (coeff g k z a b p0 q0 n).2),
    ⟨by simp only [coeff], by simp only [coeff], hex⟩, ?_⟩
  rintro ⟨p, q⟩ ⟨hp, hq, h⟩
  have key : ∀ n, p n = (coeff g k z a b p0 q0 n).1 ∧ q n = (coeff g k z a b p0 q0 n).2 := by
    intro n
    induction n with
    | zero => exact ⟨hp, hq⟩
    | succ n ih =>
      have h1 := (step_solved hg hgk ((n : ℝ) + 1) (by positivity) _ _ _ _).1 (h n)
      simp only [ih.1, ih.2] at h1
      simpa only [coeff] using h1
  exact Prod.ext (funext fun n => (key n).1) (funext fun n => (key n).2)
```

Q: Show me one step with numbers.

A: Take k = −1, z = 3/5, g = 4/5, with a = 4 and b = −1 chosen for easy arithmetic; they are not atomic-unit values for an electron, which satisfy a + b = 2c. The starting condition reads −p₀/5 = 3q₀/5, so p₀ = 3, q₀ = −1 will do; the overall scale is free. At n = 0 the determinant is 13/5, and

p₁ = [(14/5)·4·(−1) + (3/5)·(−1)·3] / (13/5) = −5

q₁ = [(4/5)·(−1)·3 − (3/5)·4·(−1)] / (13/5) = 0

Back in the recursion, (4/5)(−5) = −4 = a q₀ and (3/5)(−5) = −3 = b p₀.

Q: Convergence near the nucleus I would believe. Why at every r?

A: Each step multiplies the size of the coefficients by at most a constant divided by n + 1. Let sₙ = |pₙ| + |qₙ|. Taking absolute values in the solved formulas and adding them gives

N(N + 2g)sₙ₊₁ ≤ (g + N + |k| + |z|)(|a| + |b|)sₙ

Since N ≥ 1, the first factor on the right is at most N(1 + g + |k| + |z|). Dropping the 2g on the left and dividing by N leaves

(n + 1)sₙ₊₁ ≤ G sₙ, with G = (1 + g + |k| + |z|)(|a| + |b|)

Hence sₙ ≤ s₀Gⁿ/n!, and the terms are bounded by those of an exponential series in G|r|. `step_bound` is the one-step inequality, with `tri` as its triangle inequality. `series_converge` does the induction and the comparison.

```lean
/-- One step of the recursion multiplies `|p n| + |q n|` by at most a constant divided by `n + 1`.
-/
theorem step_bound {g k z a b : ℝ} {p q : ℕ → ℝ} (hg : 0 < g) (hgk : g ^ 2 = k ^ 2 - z ^ 2)
    (h : Recursion g k z a b p q) (n : ℕ) :
    ((n : ℝ) + 1) * (|p (n + 1)| + |q (n + 1)|) ≤
      (1 + g + |k| + |z|) * (|a| + |b|) * (|p n| + |q n|) := by
  obtain ⟨h1, h2⟩ := h n
  have hN : (1 : ℝ) ≤ (n : ℝ) + 1 := by linarith [Nat.cast_nonneg (α := ℝ) n]
  generalize (n : ℝ) + 1 = N at h1 h2 hN ⊢
  have hN0 : 0 < N := by linarith
  have hD : 0 < N * (N + 2 * g) := by positivity
  have e1 : N * (N + 2 * g) * p (n + 1) = (g + N - k) * (a * q n) + z * (b * p n) := by
    linear_combination (g + N - k) * h1 + z * h2 - p (n + 1) * hgk
  have e2 : N * (N + 2 * g) * q (n + 1) = (g + N + k) * (b * p n) + -z * (a * q n) := by
    linear_combination (g + N + k) * h2 - z * h1 - q (n + 1) * hgk
  -- the triangle inequality for a solved equation
  have tri : ∀ x u s v t : ℝ, N * (N + 2 * g) * x = u * s + v * t → |u| ≤ g + N + |k| →
      N * (N + 2 * g) * |x| ≤ (g + N + |k|) * |s| + |v| * |t| := by
    intro x u s v t e hu
    calc N * (N + 2 * g) * |x| = |N * (N + 2 * g) * x| := by
          rw [abs_mul (N * (N + 2 * g)) x, abs_of_pos hD]
      _ = |u * s + v * t| := by rw [e]
      _ ≤ |u * s| + |v * t| := abs_add_le _ _
      _ = |u| * |s| + |v| * |t| := by rw [abs_mul u s, abs_mul v t]
      _ ≤ _ := by linarith [mul_le_mul_of_nonneg_right hu (abs_nonneg s)]
  have b1 := tri _ _ _ _ _ e1
    (abs_le.2 ⟨by linarith [le_abs_self k], by linarith [neg_abs_le k]⟩)
  have b2 := tri _ _ _ _ _ e2
    (abs_le.2 ⟨by linarith [neg_abs_le k], by linarith [le_abs_self k]⟩)
  rw [abs_mul a, abs_mul b] at b1 b2
  rw [abs_neg] at b2
  have c1 : g + N + |k| + |z| ≤ N * (1 + g + |k| + |z|) := by
    have : 0 ≤ (N - 1) * (g + |k| + |z|) := mul_nonneg (by linarith) (by positivity)
    linarith
  have c2 : |a| * |q n| + |b| * |p n| ≤ (|a| + |b|) * (|p n| + |q n|) := by
    have : 0 ≤ |a| * |p n| + |b| * |q n| := by positivity
    linarith
  have c3 := mul_le_mul c1 c2 (by positivity) (by positivity)
  have c4 : 0 ≤ N * (2 * g) * (|p (n + 1)| + |q (n + 1)|) := by positivity
  refine le_of_mul_le_mul_left ?_ hN0
  linarith

/-- Both power series generated by the recursion converge for every real `r`. -/
theorem series_converge {g k z a b : ℝ} {p q : ℕ → ℝ} (hg : 0 < g)
    (hgk : g ^ 2 = k ^ 2 - z ^ 2) (h : Recursion g k z a b p q) (r : ℝ) :
    (Summable fun n => p n * r ^ n) ∧ Summable fun n => q n * r ^ n := by
  obtain ⟨G, hG⟩ : ∃ G, G = (1 + g + |k| + |z|) * (|a| + |b|) := ⟨_, rfl⟩
  have hG0 : 0 ≤ G := by rw [hG]; positivity
  -- factorial decay of the coefficients
  have decay : ∀ n : ℕ, |p n| + |q n| ≤ (|p 0| + |q 0|) * (G ^ n / (n.factorial : ℝ)) := by
    intro n
    induction n with
    | zero => simp
    | succ n ih =>
      have hs := step_bound hg hgk h n
      rw [← hG] at hs
      calc |p (n + 1)| + |q (n + 1)|
          ≤ G * ((|p 0| + |q 0|) * (G ^ n / (n.factorial : ℝ))) / ((n : ℝ) + 1) := by
            rw [le_div_iff₀ (by positivity)]
            linarith [mul_le_mul_of_nonneg_left ih hG0]
        _ = _ := by
            rw [Nat.factorial_succ, pow_succ]
            push_cast
            field_simp
  have key : ∀ c : ℕ → ℝ, (∀ n, |c n| ≤ |p n| + |q n|) → Summable fun n => c n * r ^ n := by
    intro c hc
    refine Summable.of_norm_bounded
      ((Real.summable_pow_div_factorial (G * |r|)).mul_left (|p 0| + |q 0|)) fun n => ?_
    rw [Real.norm_eq_abs, abs_mul, abs_pow]
    calc |c n| * |r| ^ n ≤ (|p 0| + |q 0|) * (G ^ n / (n.factorial : ℝ)) * |r| ^ n :=
          mul_le_mul_of_nonneg_right ((hc n).trans (decay n)) (by positivity)
      _ = _ := by rw [mul_pow]; ring
  exact ⟨key p fun n => by linarith [abs_nonneg (q n)],
    key q fun n => by linarith [abs_nonneg (p n)]⟩
```

Q: You still have to differentiate an infinite sum.

A: For |y| < R with R ≥ 1, the differentiated term obeys

|cₙ n yⁿ⁻¹| ≤ |cₙ|(2R)ⁿ

because n ≤ 2ⁿ. The right side is summable, so term-by-term differentiation is allowed. If D is the derivative of Σ cₙrⁿ, then rD = Σ n cₙrⁿ.

```lean
/-- An everywhere convergent power series is differentiable, and `x` times its derivative is
the series with terms multiplied by `n`. -/
theorem series_hasDerivAt {c : ℕ → ℝ} (hc : ∀ x : ℝ, Summable fun n => c n * x ^ n) (x : ℝ) :
    ∃ D, HasDerivAt (fun y => ∑' n, c n * y ^ n) D x ∧
      HasSum (fun n : ℕ => (n : ℝ) * (c n * x ^ n)) (x * D) := by
  obtain ⟨R, hR, hxR⟩ : ∃ R : ℝ, 1 ≤ R ∧ |x| < R :=
    ⟨|x| + 1, by linarith [abs_nonneg x], by linarith⟩
  have hR0 : 0 < R := by linarith
  have hx : x ∈ Set.Ioo (-R) R := abs_lt.1 hxR
  -- on (-R, R) the differentiated terms are dominated by the series at 2R
  have hb : ∀ (n : ℕ) (y : ℝ), y ∈ Set.Ioo (-R) R →
      ‖c n * ((n : ℝ) * y ^ (n - 1))‖ ≤ |c n * (2 * R) ^ n| := by
    intro n y hy
    have h1 : (n : ℝ) ≤ 2 ^ n := by exact_mod_cast (Nat.lt_two_pow_self (n := n)).le
    have h2 : |y| ^ (n - 1) ≤ R ^ n :=
      (pow_le_pow_left₀ (abs_nonneg y) (abs_lt.2 hy).le (n - 1)).trans
        (pow_le_pow_right₀ hR (Nat.sub_le n 1))
    rw [Real.norm_eq_abs, abs_mul (c n) ((n : ℝ) * y ^ (n - 1)), abs_mul (c n) ((2 * R) ^ n)]
    refine mul_le_mul_of_nonneg_left ?_ (abs_nonneg _)
    rw [abs_mul, abs_pow, Nat.abs_cast, abs_of_nonneg (by positivity : 0 ≤ (2 * R) ^ n), mul_pow]
    exact mul_le_mul h1 h2 (by positivity) (by positivity)
  have hd := hasDerivAt_tsum_of_isPreconnected (g := fun n y => c n * y ^ n)
    (g' := fun n y => c n * ((n : ℝ) * y ^ (n - 1))) (hc (2 * R)).abs isOpen_Ioo
    isPreconnected_Ioo (fun n y _ => (hasDerivAt_pow n y).const_mul (c n)) hb hx (hc x) hx
  have hs : Summable fun n : ℕ => c n * ((n : ℝ) * x ^ (n - 1)) :=
    Summable.of_norm_bounded (hc (2 * R)).abs fun n => hb n x hx
  refine ⟨_, hd, ?_⟩
  have e : (fun n : ℕ => (n : ℝ) * (c n * x ^ n)) =
      fun n : ℕ => x * (c n * ((n : ℝ) * x ^ (n - 1))) := by
    funext n
    rcases n with _ | n
    · simp
    · simp only [Nat.add_sub_cancel]
      ring
  rw [e]
  exact hs.hasSum.mul_left x
```

Q: Then the matching of powers can be run backwards?

A: Yes. Multiply the first recursion equation by rⁿ⁺¹, sum over n, and add the n = 0 terms, which cancel by the starting condition. With S = Σ pₙrⁿ and T = Σ qₙrⁿ,

rS′ + (g + k)S − zT = a r T

The product rule gives P′ = r^g(S′ + gS/r), and substituting for S′ yields the equation for P. `radial_hasDerivAt` proves this for a general pair of sequences, so it also serves for Q with k, z, a replaced by −k, −z, b.

```lean
/-- A recursion coupling the coefficients `c` to `d` makes the radial component of `c` obey a
first-order equation driven by that of `d`. -/
theorem radial_hasDerivAt {g l w a : ℝ} {c d : ℕ → ℝ}
    (hc : ∀ x : ℝ, Summable fun n => c n * x ^ n) (hd : ∀ x : ℝ, Summable fun n => d n * x ^ n)
    (h0 : (g + l) * c 0 = w * d 0)
    (h : ∀ n : ℕ, (g + ((n : ℝ) + 1) + l) * c (n + 1) - w * d (n + 1) = a * d n)
    {r : ℝ} (hr : 0 < r) :
    HasDerivAt (radial g c) (-(l / r) * radial g c r + (w / r + a) * radial g d r) r := by
  obtain ⟨D, hD, hE⟩ := series_hasDerivAt hc r
  -- compare the coefficients of equal powers of r
  have h1 := (hasSum_nat_add_iff' 1).2
    ((hE.add ((hc r).hasSum.mul_left (g + l))).sub ((hd r).hasSum.mul_left w))
  have h2 := (hd r).hasSum.mul_left (a * r)
  have e : (fun n : ℕ => a * r * (d n * r ^ n)) = fun n : ℕ =>
      ((n + 1 : ℕ) : ℝ) * (c (n + 1) * r ^ (n + 1)) + (g + l) * (c (n + 1) * r ^ (n + 1))
        - w * (d (n + 1) * r ^ (n + 1)) := by
    funext n
    push_cast
    linear_combination (-(r ^ (n + 1))) * h n
  rw [e] at h2
  have h3 := h1.unique h2
  simp only [Finset.sum_range_one, pow_zero, Nat.cast_zero] at h3
  have key : r * D + (g + l) * (∑' n, c n * r ^ n) - w * (∑' n, d n * r ^ n)
      = a * r * ∑' n, d n * r ^ n := by
    linear_combination h3 + h0
  have hi : r * r⁻¹ = 1 := mul_inv_cancel₀ hr.ne'
  have hP := (Real.hasDerivAt_rpow_const (p := g) (Or.inl hr.ne')).fun_mul hD
  refine HasDerivAt.congr_deriv hP ?_
  rw [Real.rpow_sub_one hr.ne']
  unfold radial
  linear_combination (r ^ g * r⁻¹) * key - (r ^ g * (D - a * ∑' n, d n * r ^ n)) * hi
```

Q: The equation for Q needs its own leading-order condition, (g − k)q₀ = −z p₀. You never assumed it.

A: It follows. Multiply (g + k)p₀ = z q₀ by g − k to get −z²p₀ = z(g − k)q₀, then divide by z. That is where z ≠ 0 enters.

Q: And what rules out the zero solution?

A: The series are continuous at 0, so P/r^g → p₀ and Q/r^g → q₀ as r → 0 from above. If the amplitudes are not both zero, neither is the solution.

```lean
/-- Divided by `r ^ g`, a radial component tends to its leading coefficient at the nucleus. -/
theorem radial_leading (g : ℝ) {c : ℕ → ℝ} (hc : ∀ x : ℝ, Summable fun n => c n * x ^ n) :
    Tendsto (fun r => radial g c r / r ^ g) (𝓝[>] 0) (𝓝 (c 0)) := by
  obtain ⟨D, hD, -⟩ := series_hasDerivAt hc 0
  have h0 : ∑' n, c n * (0 : ℝ) ^ n = c 0 := by
    rw [tsum_eq_single 0 (fun n hn => by simp [hn])]
    simp
  have ht : Tendsto (fun y : ℝ => ∑' n, c n * y ^ n) (𝓝 0) (𝓝 (c 0)) := by
    have := hD.continuousAt.tendsto
    rwa [h0] at this
  refine (ht.mono_left nhdsWithin_le_nhds).congr' ?_
  filter_upwards [self_mem_nhdsWithin] with r hr
  exact (mul_div_cancel_left₀ _ (Real.rpow_pos_of_pos hr g).ne').symm
```

The final theorem first states existence and uniqueness (`∃!`). It then says that any solution of the recursion with the given amplitudes has convergent series, satisfies the differential equations and has these two limits.

```lean
/-- For amplitudes with `(g + k) p0 = z q0` and `z ≠ 0`, the recursion has exactly one solution;
its series converge for all real `r`, solve the radial Dirac equations for `r > 0`, and have
leading amplitudes `p0`, `q0` at the nucleus. -/
theorem dirac_coulomb_series {g k z : ℝ} (hg : 0 < g) (hgk : g ^ 2 = k ^ 2 - z ^ 2)
    (hz : z ≠ 0) (a b : ℝ) {p0 q0 : ℝ} (h0 : (g + k) * p0 = z * q0) :
    (∃! c : (ℕ → ℝ) × (ℕ → ℝ), c.1 0 = p0 ∧ c.2 0 = q0 ∧ Recursion g k z a b c.1 c.2) ∧
    ∀ p q : ℕ → ℝ, p 0 = p0 → q 0 = q0 → Recursion g k z a b p q →
      (∀ r : ℝ, (Summable fun n => p n * r ^ n) ∧ Summable fun n => q n * r ^ n) ∧
      SolvesRadialDirac k z a b (radial g p) (radial g q) ∧
      Tendsto (fun r => radial g p r / r ^ g) (𝓝[>] 0) (𝓝 p0) ∧
      Tendsto (fun r => radial g q r / r ^ g) (𝓝[>] 0) (𝓝 q0) := by
  refine ⟨recursion_existsUnique hg hgk a b p0 q0, ?_⟩
  rintro p q rfl rfl h
  have hs := series_converge hg hgk h
  have hp := fun x => (hs x).1
  have hq := fun x => (hs x).2
  -- the second leading-order equation follows from the first
  have h0' : (g + -k) * q 0 = -z * p 0 := by
    apply mul_left_cancel₀ hz
    linear_combination (-(g - k)) * h0 + p 0 * hgk
  refine ⟨hs, fun r hr => ⟨?_, ?_⟩, radial_leading g hp, radial_leading g hq⟩
  · exact radial_hasDerivAt hp hq h0 (fun n => (h n).1) hr
  · refine (radial_hasDerivAt (a := b) hq hp h0' (fun n => ?_) hr).congr_deriv (by ring)
    linear_combination (h n).2

end

end DiracCoulombSeries
```

```lean
#print axioms DiracCoulombSeries.dirac_coulomb_series
```

```
'DiracCoulombSeries.dirac_coulomb_series' depends on axioms: [propext, Classical.choice, Quot.sound]
```

Q: What happens in the limits where a coupling vanishes?

A: If a = b = 0, every coefficient after the first pair vanishes, and P = p₀r^g, Q = q₀r^g exactly. That case is purely formal: for an electron a + b = 2c, so a and b are never both zero. If z = 0 and k < 0, then g = −k and the starting condition reads 0 = 0, while the equation for Q still demands q₀ = 0. The recursion and the convergence survive there, but a start with q₀ ≠ 0 fails to solve the equations.

Q: So have you found the bound states of hydrogen?

A: No. E is a free parameter here, and nothing is imposed at large r. The nucleus is a point, |z| < |k| is required for g > 0, and the solution with exponent −g is not treated. For one electron in a point-nucleus Coulomb field plus a constant potential, the series can supply starting values at small r for an outward numerical integration.
